# On a finite connected graph with positive couplings of equal longitudinal and transverse strength, a magnon matrix with bond phases has a zero mode exactly when site angles reproduce the phases

Q: Take three ferromagnetically coupled spins on a triangle and flip one of them. The flip hops between the sites 0, 1 and 2 as a magnon, and each hop gives it a phase. When does a mode of zero energy survive?

A: Let $x_i$ be the amplitude at site $i$, $J_{ij}=J_{ji}>0$ the coupling, taken to be equally strong along the magnetisation and across it, and $t_{ij}=-t_{ji}$ the phase for a hop from $j$ to $i$. There is no magnetic field, and energies are counted from the fully polarised state. A zero-energy mode has to satisfy $x_i=e^{it_{ij}}x_j$ on each bond, as I derive below. Going round the triangle gives $x_0=e^{i\Phi}x_0$ with $\Phi=t_{01}+t_{12}+t_{20}$, so a non-zero mode needs $\Phi$ to be a multiple of $2\pi$.

The determinant says the same. Write $a=J_{01}$, $b=J_{12}$, $c=J_{20}$. The diagonal entries are $a+c$, $a+b$, $b+c$, and the off-diagonal ones are $-J_{ij}e^{it_{ij}}$, so
$$\det M=(a+c)(a+b)(b+c)-(a+c)b^2-(a+b)c^2-(b+c)a^2-2abc\cos\Phi .$$
The first product is $2abc$ plus exactly the terms that are subtracted next. What remains is $2abc(1-\cos\Phi)$.

Q: And on a general connected graph?

A: Set $J_{ij}=0$ off the edges. The matrix acts as
$$(Mx)_i=\sum_j J_{ij}\,(x_i-e^{it_{ij}}x_j).$$
Multiply by $\bar x_i$, sum over $i$, and average the result with its copy in which $i$ and $j$ are exchanged. Each pair of sites then contributes $J_{ij}$ times
$$\bar x_i(x_i-e^{it_{ij}}x_j)+\bar x_j(x_j-e^{-it_{ij}}x_i)=|x_i-e^{it_{ij}}x_j|^2,$$
and therefore
$$x^\dagger Mx=\tfrac12\sum_{i,j}J_{ij}\,|x_i-e^{it_{ij}}x_j|^2\ \ge 0 .$$
If $Mx=0$, every term vanishes, which is the bond condition. Conversely, the bond condition makes every term of $(Mx)_i$ vanish.

Along an edge the bond condition preserves $|x_i|$, so on a connected graph a non-zero zero mode has one modulus $r>0$ everywhere. Writing $x_i=re^{ip_i}$ gives $e^{it_{ij}}=e^{i(p_i-p_j)}$ on all edges. If such angles $p_i$ are given, $x_i=e^{ip_i}$ is a zero mode. Any other zero mode $x$ has $x_ie^{-ip_i}$ equal at neighbouring sites, hence constant.

Q: Which magnet has this matrix? I don't want a graph theorem with a magnetic name.

A: Let each bond, counted once, contribute
$$-J_{ij}\left[S_i^zS_j^z+\tfrac12\left(e^{it_{ij}}S_i^-S_j^++\text{h.c.}\right)\right].$$
Above the fully polarised state, a single flip then has the energy matrix $S\,M$, with $S$ the spin length. The step that the hypotheses don't cover is the one from a spin Hamiltonian to $M$. For the Hamiltonian above it works because, on each bond, the longitudinal coupling equals the modulus of the transverse one. A Dzyaloshinskii–Moriya term along the magnetisation does produce phases, but added to isotropic exchange it makes the hopping modulus larger than the longitudinal coupling, and the theorem doesn't apply to that matrix.

Q: Then show me how the objects are defined.

In Lean 4 with Mathlib:

```lean
import Mathlib

open Matrix
open scoped ComplexOrder ComplexConjugate

namespace MagnonPhases

noncomputable section

/-- The phase factor `exp(i a)` of a real angle `a`. -/
def phase (a : ℝ) : ℂ := Complex.exp (a * Complex.I)

/-- Phase factors multiply when angles are added. -/
theorem phase_add (a b : ℝ) : phase (a + b) = phase a * phase b := by
  simp only [phase, Complex.ofReal_add, add_mul, Complex.exp_add]

/-- Reversing an angle conjugates its phase factor. -/
theorem phase_neg (a : ℝ) : phase (-a) = conj (phase a) := by
  rw [phase, phase, ← Complex.exp_conj]
  simp
```

A: `phase a` is $e^{ia}$, and the two lemmas are the rules for adding and reversing angles. Two letters differ from common use: `t` is a phase, not a hopping amplitude, and `p` will be a site angle, not a momentum.

```lean
variable {V : Type*} [Fintype V] [DecidableEq V] (G : SimpleGraph V) [DecidableRel G.Adj]

omit [Fintype V] [DecidableEq V] in
/-- The exchange coupling between two sites: `J i j` on an edge and zero elsewhere. -/
def bond (J : V → V → ℝ) (i j : V) : ℝ := if G.Adj i j then J i j else 0

/-- The magnon matrix: the total coupling of each site on the diagonal, and
`-J i j exp(i t i j)` on the edges. -/
def magnonMatrix (J t : V → V → ℝ) : Matrix V V ℂ :=
  Matrix.of fun i j =>
    if i = j then ((∑ k, bond G J i k : ℝ) : ℂ) else -(bond G J i j : ℂ) * phase (t i j)
```

The sites form a finite type `V`, and `G` is a simple graph, so there are no self-loops or double bonds. `bond` cuts the coupling off outside the edges, so values of `J` and `t` on other pairs never enter the matrix. `magnonMatrix` is $M$, in units of $S$.

Q: Where does the reversal of a bond enter?

```lean
omit [Fintype V] [DecidableEq V] in
/-- For symmetric `J` the coupling is the same in both directions of a bond. -/
theorem bond_symm {J : V → V → ℝ} (hJ : ∀ i j, J i j = J j i) (i j : V) :
    bond G J i j = bond G J j i := by
  by_cases h : G.Adj i j
  · rw [bond, bond, if_pos h, if_pos h.symm, hJ i j]
  · rw [bond, bond, if_neg h, if_neg (fun e => h e.symm)]

/-- The magnon matrix compares the amplitude at a site with the phase-rotated amplitudes
of its neighbours. -/
theorem magnon_mulVec (J t : V → V → ℝ) (x : V → ℂ) (i : V) :
    (magnonMatrix G J t *ᵥ x) i
      = ∑ j, (bond G J i j : ℂ) * (x i - phase (t i j) * x j) := by
  have h : ∀ j, magnonMatrix G J t i j * x j
      = (if i = j then ((∑ k, bond G J i k : ℝ) : ℂ) * x i else 0)
        - (bond G J i j : ℂ) * (phase (t i j) * x j) := by
    intro j
    by_cases hij : i = j
    · subst hij
      simp [magnonMatrix, bond]
    · simp only [magnonMatrix, Matrix.of_apply, if_neg hij]
      ring
  rw [show (magnonMatrix G J t *ᵥ x) i = ∑ j, magnonMatrix G J t i j * x j from rfl,
    Finset.sum_congr rfl (fun j _ => h j)]
  simp only [Finset.sum_sub_distrib, Finset.sum_ite_eq, Finset.mem_univ, if_true, mul_sub,
    Complex.ofReal_sum, Finset.sum_mul]

/-- For symmetric `J` and antisymmetric `t`, the quadratic form `x† M x` of the magnon matrix `M` is
half the sum over ordered pairs of sites of the coupling times the squared phase-rotated amplitude
difference. -/
theorem magnon_energy {J t : V → V → ℝ} (hJ : ∀ i j, J i j = J j i)
    (ht : ∀ i j, t i j = -t j i) (x : V → ℂ) :
    star x ⬝ᵥ (magnonMatrix G J t *ᵥ x)
      = ((1 / 2 * ∑ i, ∑ j, bond G J i j * ‖x i - phase (t i j) * x j‖ ^ 2 : ℝ) : ℂ) := by
  have hS : star x ⬝ᵥ (magnonMatrix G J t *ᵥ x)
      = ∑ i, ∑ j, (bond G J i j : ℂ) * (conj (x i) * (x i - phase (t i j) * x j)) := by
    simp only [dotProduct, magnon_mulVec, Finset.mul_sum]
    refine Finset.sum_congr rfl fun i _ => Finset.sum_congr rfl fun j _ => ?_
    change conj (x i) * _ = _
    ring
  have hn : ∀ z : ℂ, (‖z‖ : ℂ) ^ 2 = z * conj z := fun z => by
    rw [Complex.mul_conj, Complex.normSq_eq_norm_sq, Complex.ofReal_pow]
  -- a bond and its reverse together complete the square
  have h3 : ∑ i, ∑ j, ((bond G J i j : ℂ) * (conj (x i) * (x i - phase (t i j) * x j))
        + (bond G J j i : ℂ) * (conj (x j) * (x j - phase (t j i) * x i)))
      = ∑ i, ∑ j, (bond G J i j : ℂ) * (‖x i - phase (t i j) * x j‖ : ℂ) ^ 2 := by
    refine Finset.sum_congr rfl fun i _ => Finset.sum_congr rfl fun j _ => ?_
    have hu : phase (t i j) * conj (phase (t i j)) = 1 := by
      rw [← phase_neg, ← phase_add, add_neg_cancel]
      simp [phase]
    rw [bond_symm G hJ j i, ht j i, phase_neg, hn]
    simp only [map_sub, map_mul]
    linear_combination (-(bond G J i j : ℂ) * conj (x j) * x j) * hu
  have h2 := congrArg₂ (· + ·) hS (hS.trans Finset.sum_comm)
  simp only [← Finset.sum_add_distrib] at h2
  rw [h3] at h2
  push_cast
  linear_combination (1 / 2 : ℂ) * h2
```

A: `bond_symm` says that a bond has the same strength in both directions, and `magnon_mulVec` is the formula for $(Mx)_i$. In `magnon_energy`, `hS` is the sum before averaging, `h3` completes the square for a bond and its reverse, and `h2` adds the sum to its exchanged copy. The vector `x` need not be normalised; if it is non-zero, the mean energy is this expression divided by $\sum_i|x_i|^2$, times $S$.

Q: And the bond condition for zero modes?

```lean
/-- For symmetric `J`, positive on edges, and antisymmetric `t`, an amplitude is a zero mode
exactly when it is carried along every edge by the phase of that edge. -/
theorem zero_mode_iff {J t : V → V → ℝ} (hJ : ∀ i j, J i j = J j i)
    (hpos : ∀ i j, G.Adj i j → 0 < J i j) (ht : ∀ i j, t i j = -t j i) (x : V → ℂ) :
    magnonMatrix G J t *ᵥ x = 0 ↔ ∀ i j, G.Adj i j → x i = phase (t i j) * x j := by
  constructor
  · intro hx i j hij
    have he := magnon_energy G hJ ht x
    rw [hx, dotProduct_zero] at he
    have h0 := Complex.ofReal_eq_zero.1 he.symm
    have hb : ∀ i j, 0 ≤ bond G J i j * ‖x i - phase (t i j) * x j‖ ^ 2 := by
      intro i j
      refine mul_nonneg ?_ (sq_nonneg _)
      unfold bond
      split_ifs with h
      · exact (hpos i j h).le
      · exact le_rfl
    -- a vanishing sum of non-negative bond energies vanishes bond by bond
    have h1 : ∑ i, ∑ j, bond G J i j * ‖x i - phase (t i j) * x j‖ ^ 2 = 0 := by linarith
    have h2 := (Finset.sum_eq_zero_iff_of_nonneg
      (fun i _ => Finset.sum_nonneg fun j _ => hb i j)).1 h1 i (Finset.mem_univ i)
    have h3 := (Finset.sum_eq_zero_iff_of_nonneg (fun j _ => hb i j)).1 h2 j (Finset.mem_univ j)
    rw [bond, if_pos hij] at h3
    have h4 := (mul_eq_zero.1 h3).resolve_left (hpos i j hij).ne'
    exact sub_eq_zero.1 (norm_eq_zero.1 (pow_eq_zero_iff two_ne_zero |>.1 h4))
  · intro h
    funext i
    rw [magnon_mulVec]
    refine Finset.sum_eq_zero fun j _ => ?_
    by_cases hij : G.Adj i j
    · rw [sub_eq_zero.2 (h i j hij), mul_zero]
    · simp [bond, hij]
```

A: Left to right, the energy is a vanishing sum of non-negative terms. `Finset.sum_eq_zero_iff_of_nonneg`, used once for each index, isolates a single bond, and positivity of its coupling lets us divide it out. The other direction inserts the bond condition into `magnon_mulVec`.

Q: Now the main statement. Does it require $t_{ij}=p_i-p_j$ as real numbers?

```lean
/-- On a connected graph with symmetric `J`, positive on edges, and antisymmetric `t`, the
magnon matrix is positive semidefinite, and it is singular exactly when the bond phases are
differences of site angles, up to multiples of a full turn. -/
theorem magnon_posSemidef_and_singular_iff {J t : V → V → ℝ} (hG : G.Connected)
    (hJ : ∀ i j, J i j = J j i) (hpos : ∀ i j, G.Adj i j → 0 < J i j)
    (ht : ∀ i j, t i j = -t j i) :
    (magnonMatrix G J t).PosSemidef ∧
      ((magnonMatrix G J t).det = 0 ↔
        ∃ p : V → ℝ, ∀ i j, G.Adj i j → phase (t i j) = phase (p i - p j)) := by
  refine ⟨Matrix.posSemidef_iff_dotProduct_mulVec.2 ⟨?_, fun x => ?_⟩, ?_⟩
  · ext i j
    rw [Matrix.conjTranspose_apply]
    by_cases hij : i = j
    · subst hij
      simp only [magnonMatrix, Matrix.of_apply, ↓reduceIte]
      exact Complex.conj_ofReal _
    · simp only [magnonMatrix, Matrix.of_apply, if_neg hij, if_neg (Ne.symm hij)]
      rw [bond_symm G hJ j i, ht j i, phase_neg]
      simp
  · rw [magnon_energy G hJ ht x]
    refine Complex.zero_le_real.2 (mul_nonneg (by norm_num)
      (Finset.sum_nonneg fun i _ => Finset.sum_nonneg fun j _ => mul_nonneg ?_ (sq_nonneg _)))
    unfold bond
    split_ifs with h
    · exact (hpos i j h).le
    · exact le_rfl
  rw [← Matrix.exists_mulVec_eq_zero_iff]
  constructor
  · rintro ⟨x, hx, h⟩
    have hz := (zero_mode_iff G hJ hpos ht x).1 h
    -- connectedness makes the modulus of a zero mode constant
    have hn : ∀ i j, ‖x i‖ = ‖x j‖ := by
      intro i j
      obtain ⟨w⟩ := hG.preconnected i j
      induction w with
      | nil => rfl
      | cons h _ ih =>
        rw [hz _ _ h, norm_mul, phase, Complex.norm_exp_ofReal_mul_I, one_mul]
        exact ih
    obtain ⟨k, hk⟩ := Function.ne_iff.1 hx
    have h0 : ∀ i, x i ≠ 0 := fun i =>
      norm_ne_zero_iff.1 (by rw [hn i k]; exact norm_ne_zero_iff.2 hk)
    have hp : ∀ z : ℂ, (‖z‖ : ℂ) * phase z.arg = z := Complex.norm_mul_exp_arg_mul_I
    -- the arguments of the zero mode are the site angles
    refine ⟨fun i => (x i).arg, fun i j hij => ?_⟩
    have e : phase (x i).arg = phase (t i j) * phase (x j).arg := by
      apply mul_left_cancel₀ (Complex.ofReal_ne_zero.2 (norm_ne_zero_iff.2 (h0 j)))
      calc (‖x j‖ : ℂ) * phase (x i).arg = x i := by rw [← hn i j]; exact hp _
        _ = phase (t i j) * x j := hz i j hij
        _ = phase (t i j) * (‖x j‖ * phase (x j).arg) := by rw [hp]
        _ = _ := by ring
    rw [sub_eq_add_neg, phase_add, e, mul_assoc, ← phase_add, add_neg_cancel]
    simp [phase]
  · rintro ⟨p, hp⟩
    refine ⟨fun i => phase (p i), fun h => ?_, (zero_mode_iff G hJ hpos ht _).2 ?_⟩
    · obtain ⟨k⟩ := hG.nonempty
      exact Complex.exp_ne_zero _ (congrFun h k)
    · intro i j hij
      rw [hp i j hij, ← phase_add, sub_add_cancel]
```

A: No, it compares phase factors, so each bond may differ from $p_i-p_j$ by full turns. A triangle with $\Phi=2\pi$ has its zero mode, as it should. The hypotheses are connectedness, symmetric `J` that is positive on edges (ferromagnetic exchange), and antisymmetric `t`, which makes the matrix Hermitian. A single site is allowed: its matrix is the number 0, and any angle will do.

The proof first checks Hermiticity and takes positivity from `magnon_energy`. `Matrix.exists_mulVec_eq_zero_iff` then turns a zero determinant into a non-zero zero mode. Induction along a walk gives the constant modulus, and `Complex.arg` supplies the angles. The converse uses $e^{ip_i}$ as the zero mode.

Q: Could there be several independent zero modes?

```lean
/-- On a connected graph with symmetric `J`, positive on edges, and antisymmetric `t` given on
the edges by site angles `p`, the zero modes are exactly the multiples of `exp(i p)`. -/
theorem zero_modes_eq {J t : V → V → ℝ} (hG : G.Connected)
    (hJ : ∀ i j, J i j = J j i) (hpos : ∀ i j, G.Adj i j → 0 < J i j)
    (ht : ∀ i j, t i j = -t j i) (p : V → ℝ)
    (hp : ∀ i j, G.Adj i j → phase (t i j) = phase (p i - p j)) (x : V → ℂ) :
    magnonMatrix G J t *ᵥ x = 0 ↔ ∃ c : ℂ, ∀ i, x i = c * phase (p i) := by
  rw [zero_mode_iff G hJ hpos ht]
  constructor
  · intro hz
    -- removing the site phases leaves a uniform amplitude
    have hc : ∀ i j, x i * phase (-p i) = x j * phase (-p j) := by
      intro i j
      obtain ⟨w⟩ := hG.preconnected i j
      induction w with
      | nil => rfl
      | @cons u v _ h _ ih =>
        have e : phase (p u - p v) * phase (-p u) = phase (-p v) := by
          rw [← phase_add]
          congr 1
          ring
        rw [← ih, hz u v h, hp u v h]
        linear_combination x v * e
    obtain ⟨k⟩ := hG.nonempty
    refine ⟨x k * phase (-p k), fun i => ?_⟩
    rw [← hc i k, mul_assoc, ← phase_add, neg_add_cancel]
    simp [phase]
  · rintro ⟨c, hc⟩ i j hij
    have e : phase (p i - p j) * phase (p j) = phase (p i) := by
      rw [← phase_add, sub_add_cancel]
    rw [hc i, hc j, hp i j hij]
    linear_combination -c * e
```

A: Not on a connected graph. Once the angles exist, the zero modes are the multiples of $e^{ip_i}$; normalised on $N$ sites, the mode is $e^{ip_i}/\sqrt N$ up to a global phase. The proof removes the site phases and carries the resulting constant along a walk. In a linear spin-wave calculation for a finite connected cluster with the Hamiltonian above and positive couplings on its bonds, a lowest eigenvalue of zero thus means that site-dependent spin rotations about the magnetisation remove the phases.

Q: And the triangle we began with?

```lean
/-- On a triangle with symmetric `J` and antisymmetric `t`, the determinant of the magnon matrix
is twice the product of the couplings times one minus the cosine of the total phase around
the triangle. -/
theorem triangle_det {J t : Fin 3 → Fin 3 → ℝ} (hJ : ∀ i j, J i j = J j i)
    (ht : ∀ i j, t i j = -t j i) :
    (magnonMatrix (⊤ : SimpleGraph (Fin 3)) J t).det
      = 2 * (J 0 1 : ℂ) * (J 1 2 : ℂ) * (J 2 0 : ℂ)
        * (1 - ((Real.cos (t 0 1 + t 1 2 + t 2 0) : ℝ) : ℂ)) := by
  have hM : magnonMatrix (⊤ : SimpleGraph (Fin 3)) J t =
      !![(J 0 1 : ℂ) + (J 2 0 : ℂ), -(J 0 1 : ℂ) * phase (t 0 1), -(J 2 0 : ℂ) * phase (-t 2 0);
        -(J 0 1 : ℂ) * phase (-t 0 1), (J 0 1 : ℂ) + (J 1 2 : ℂ), -(J 1 2 : ℂ) * phase (t 1 2);
        -(J 2 0 : ℂ) * phase (t 2 0), -(J 1 2 : ℂ) * phase (-t 1 2),
          (J 2 0 : ℂ) + (J 1 2 : ℂ)] := by
    ext i j
    fin_cases i <;> fin_cases j <;>
      simp [magnonMatrix, bond, Fin.sum_univ_three, hJ 1 0, hJ 2 1, hJ 0 2,
        ht 1 0, ht 2 1, ht 0 2]
  have hu : ∀ a, phase a * phase (-a) = 1 := fun a => by
    rw [← phase_add, add_neg_cancel]
    simp [phase]
  have hcos : ∀ a : ℝ, 2 * ((Real.cos a : ℝ) : ℂ) = phase a + phase (-a) := fun a => by
    rw [Complex.ofReal_cos, Complex.cos]
    simp only [phase, Complex.ofReal_neg]
    ring
  -- the two senses of circulation combine into the cosine of the flux
  have hc := hcos (t 0 1 + t 1 2 + t 2 0)
  simp only [neg_add, phase_add] at hc
  rw [hM, Matrix.det_fin_three]
  simp only [Matrix.of_apply, Matrix.cons_val', Matrix.cons_val_zero, Matrix.cons_val_one,
    Matrix.cons_val]
  linear_combination
    (-((J 0 1 : ℂ) + (J 2 0 : ℂ)) * (J 1 2 : ℂ) ^ 2) * hu (t 1 2)
    - (((J 2 0 : ℂ) + (J 1 2 : ℂ)) * (J 0 1 : ℂ) ^ 2) * hu (t 0 1)
    - (((J 0 1 : ℂ) + (J 1 2 : ℂ)) * (J 2 0 : ℂ) ^ 2) * hu (t 2 0)
    + ((J 0 1 : ℂ) * (J 1 2 : ℂ) * (J 2 0 : ℂ)) * hc

end

end MagnonPhases
```

```lean
#print axioms MagnonPhases.magnon_posSemidef_and_singular_iff
#print axioms MagnonPhases.zero_modes_eq
#print axioms MagnonPhases.triangle_det
```

```
'MagnonPhases.magnon_posSemidef_and_singular_iff' depends on axioms: [propext, Classical.choice, Quot.sound]
'MagnonPhases.zero_modes_eq' depends on axioms: [propext, Classical.choice, Quot.sound]
'MagnonPhases.triangle_det' depends on axioms: [propext, Classical.choice, Quot.sound]
```

A: `⊤` on `Fin 3` is the triangle. `hM` writes out the matrix, `hcos` turns the two senses of circulation into a cosine, and the last step is the cancellation done above. This formula needs no positivity.

Q: Would non-negative couplings be enough in the main statement?

A: Not for the singularity criterion. Keep all three edges of the triangle, but set $J_{20}=0$, $J_{01}=J_{12}=1$, $t_{01}=\pi$ and the other two phases to zero. The determinant vanishes, yet $\Phi=\pi$, so no site angles reproduce all three phases. The switched-off bond still imposes its condition on the angles but no longer costs energy.

Q: I would have put the flux into the theorem, not site angles.

A: That is a fair alternative: require the phases along every closed walk to add up to a multiple of $2\pi$. The condition would then refer only to quantities that don't change when the site phases are redefined. The proof would need one more construction, which fixes a base site and defines $p_i$ by adding phases along a walk from $i$ to it. With site angles $p_i$, the zero mode $e^{ip_i}$ can be written down directly.
